# Contractive ladder operators of one fermionic mode are adjoints of each other

Q: What are the objects, and which conventions are fixed?

A: `V` is a complex inner-product space of any dimension, not necessarily complete. The annihilator a and creator c are linear maps defined on all of `V`. The product ⟨u, w⟩, written `inner ℂ u w`, is conjugate-linear in u and linear in w.

```lean
import Mathlib

open ComplexConjugate

namespace FermionContractiveAdjoint

noncomputable section

variable {V : Type*} [NormedAddCommGroup V] [InnerProductSpace ℂ V]
```

Q: Physicists define the creator as a†. Have you hidden that in the definition?

A: No. `IsFermionPair a c` contains only these relations, applied to each vector:

a² = 0, c² = 0, ac + ca = id.

```lean
/-- The algebra of one fermionic mode: `a² = 0`, `c² = 0` and `ac + ca = id`,
with no adjoint relation between `a` and `c`. -/
structure IsFermionPair (a c : V →ₗ[ℂ] V) : Prop where
  a_sq : ∀ v, a (a v) = 0
  c_sq : ∀ v, c (c v) = 0
  anticomm : ∀ v, a (c v) + c (a v) = v
```

Q: Then what replaces the dagger?

A: Two bounds, ‖av‖ ≤ ‖v‖ and ‖cv‖ ≤ ‖v‖ for all v. Physically, neither operator turns a normalised state into one of norm above 1. They are assumed, not derived from the algebra. The conclusion is

⟨cv, w⟩ = ⟨v, aw⟩ for all v, w.

Q: How can inequalities on lengths give an equation between inner products?

A: First, through orthogonality. Suppose ‖u‖ ≤ ‖u + tw‖ for every complex t. Put z = ⟨u, w⟩, s = 1/(‖w‖² + 1) and t = −s z*, where z* is the conjugate of z. Since s²‖w‖² = s − s²,

‖u + tw‖² = ‖u‖² − 2s|z|² + s²|z|²‖w‖²
= ‖u‖² − (s + s²)|z|².

If z ≠ 0, this is less than ‖u‖², a contradiction. The Lean proof makes the same choice of t; `linear_combination` supplies the identity for s, and `linarith` closes the contradiction.

```lean
/-- If adding any complex multiple of `w` to `u` never gives a vector shorter than `u`,
then `u` and `w` are orthogonal. -/
theorem inner_eq_zero_of_norm_le {u w : V} (h : ∀ t : ℂ, ‖u‖ ≤ ‖u + t • w‖) :
    inner ℂ u w = 0 := by
  by_contra hz
  have hpos : 0 < ‖inner ℂ u w‖ := norm_pos_iff.mpr hz
  obtain ⟨s, hs0, hs⟩ : ∃ s : ℝ, 0 < s ∧ s * (‖w‖ ^ 2 + 1) = 1 :=
    ⟨(‖w‖ ^ 2 + 1)⁻¹, by positivity, inv_mul_cancel₀ (by positivity)⟩
  -- move from `u` a short way against its overlap with `w`
  have h2 := pow_le_pow_left₀ (norm_nonneg u) (h (-(s : ℂ) * conj (inner ℂ u w))) 2
  have e : ∀ z : ℂ, -(s : ℂ) * conj z * z = ((-(s * ‖z‖ ^ 2) : ℝ) : ℂ) := by
    intro z
    rw [mul_assoc, mul_comm (conj z), Complex.mul_conj, Complex.normSq_eq_norm_sq]
    push_cast
    ring
  have hre : ∀ r : ℝ, RCLike.re (r : ℂ) = r := fun r => Complex.ofReal_re r
  have hn : ∀ z : ℂ, ‖-(s : ℂ) * conj z‖ ^ 2 = s ^ 2 * ‖z‖ ^ 2 := by
    intro z
    rw [norm_mul, norm_neg, Complex.norm_real, RCLike.norm_conj, mul_pow,
      Real.norm_eq_abs, sq_abs]
  rw [norm_add_sq (𝕜 := ℂ), inner_smul_right, norm_smul, mul_pow, e, hre, hn] at h2
  have h3 : s ^ 2 * ‖inner ℂ u w‖ ^ 2 * ‖w‖ ^ 2
      = s * ‖inner ℂ u w‖ ^ 2 - s ^ 2 * ‖inner ℂ u w‖ ^ 2 := by
    linear_combination (s * ‖inner ℂ u w‖ ^ 2) * hs
  have h4 : 0 < s * ‖inner ℂ u w‖ ^ 2 := by positivity
  have h5 : 0 < s ^ 2 * ‖inner ℂ u w‖ ^ 2 := by positivity
  linarith
```

Q: Where does the fermionic algebra enter?

A: Apply ac + ca = id to cx. Because c² = 0, the first term vanishes, leaving

cacx = cx.

```lean
/-- Creating, annihilating and creating again is the same as creating once. -/
theorem IsFermionPair.create_annihilate_create {a c : V →ₗ[ℂ] V}
    (h : IsFermionPair a c) (x : V) : c (a (c x)) = c x := by
  have h1 := h.anticomm (c x)
  rwa [h.c_sq, map_zero, zero_add] at h1
```

So ca, the occupation operator, fixes cx, and it kills ay because a² = 0. It is also contractive, being a product of contractions. Hence

‖cx‖ = ‖ca(cx + t ay)‖ ≤ ‖cx + t ay‖

for every t, and the first step gives ⟨cx, ay⟩ = 0. Filled and empty states are orthogonal as a consequence of the bounds.

```lean
/-- For a contractive pair, every vector produced by the creator is orthogonal to every
vector produced by the annihilator. -/
theorem IsFermionPair.create_orthogonal_annihilate {a c : V →ₗ[ℂ] V}
    (h : IsFermionPair a c) (ha : ∀ v, ‖a v‖ ≤ ‖v‖) (hc : ∀ v, ‖c v‖ ≤ ‖v‖) (x y : V) :
    inner ℂ (c x) (a y) = 0 := by
  apply inner_eq_zero_of_norm_le
  intro t
  -- `ca` keeps the first vector and removes the second
  have key : c (a (c x + t • a y)) = c x := by
    rw [map_add, map_smul, h.a_sq, smul_zero, add_zero, h.create_annihilate_create]
  calc ‖c x‖ = ‖c (a (c x + t • a y))‖ := by rw [key]
    _ ≤ ‖a (c x + t • a y)‖ := hc _
    _ ≤ ‖c x + t • a y‖ := ha _
```

Q: Orthogonality says nothing about normalisation. The creator could still rescale.

A: The two bounds together prevent that. If ax = 0, the algebra gives x = acx, so

‖x‖ = ‖acx‖ ≤ ‖cx‖ ≤ ‖x‖.

Thus c preserves lengths on the kernel of a. For x and y in that kernel, polarisation writes ⟨x, y⟩ through the lengths of x ± y and x ± iy, which also lie in the kernel. Therefore ⟨cx, cy⟩ = ⟨x, y⟩.

```lean
/-- For a contractive pair, the creator preserves inner products between vectors
killed by the annihilator. -/
theorem IsFermionPair.inner_create_create {a c : V →ₗ[ℂ] V}
    (h : IsFermionPair a c) (ha : ∀ v, ‖a v‖ ≤ ‖v‖) (hc : ∀ v, ‖c v‖ ≤ ‖v‖)
    {x y : V} (hx : a x = 0) (hy : a y = 0) :
    inner ℂ (c x) (c y) = inner ℂ x y := by
  -- lengths are preserved, because `a` undoes `c` and neither map lengthens
  have iso : ∀ z, a z = 0 → ‖c z‖ = ‖z‖ := by
    intro z hz
    have h1 := h.anticomm z
    rw [hz, map_zero, add_zero] at h1
    have h2 := ha (c z)
    rw [h1] at h2
    exact le_antisymm (hc z) h2
  -- polarisation carries this over to inner products
  have h1 := iso (x + y) (by rw [map_add, hx, hy, add_zero])
  have h2 := iso (x - y) (by rw [map_sub, hx, hy, sub_zero])
  have h3 := iso (x + (RCLike.I : ℂ) • y) (by rw [map_add, map_smul, hx, hy, smul_zero, add_zero])
  have h4 := iso (x - (RCLike.I : ℂ) • y) (by rw [map_sub, map_smul, hx, hy, smul_zero, sub_zero])
  rw [map_add] at h1
  rw [map_sub] at h2
  rw [map_add, map_smul] at h3
  rw [map_sub, map_smul] at h4
  rw [inner_eq_sum_norm_sq_div_four (c x) (c y), inner_eq_sum_norm_sq_div_four x y,
    h1, h2, h3, h4]
```

Q: And for general v and w?

A: Split each with ac + ca = id:

⟨cv, w⟩ = ⟨cv, acw + caw⟩
= ⟨cv, caw⟩ (orthogonality)
= ⟨cacv, caw⟩ (cacv = cv)
= ⟨acv, aw⟩ (acv and aw lie in the kernel of a)
= ⟨acv + cav, aw⟩ (orthogonality)
= ⟨v, aw⟩.

The `calc` block follows these lines one by one.

```lean
/-- If the annihilator and creator of a fermionic mode never lengthen a vector,
then the creator is the adjoint of the annihilator. -/
theorem IsFermionPair.adjoint_of_contractive {a c : V →ₗ[ℂ] V}
    (h : IsFermionPair a c) (ha : ∀ v, ‖a v‖ ≤ ‖v‖) (hc : ∀ v, ‖c v‖ ≤ ‖v‖) (v w : V) :
    inner ℂ (c v) w = inner ℂ v (a w) := by
  have orth := h.create_orthogonal_annihilate ha hc
  have orth' : inner ℂ (c (a v)) (a w) = 0 := orth _ _
  calc inner ℂ (c v) w = inner ℂ (c v) (a (c w) + c (a w)) := by rw [h.anticomm]
    _ = inner ℂ (c v) (c (a w)) := by rw [inner_add_right, orth, zero_add]
    _ = inner ℂ (c (a (c v))) (c (a w)) := by rw [h.create_annihilate_create]
    _ = inner ℂ (a (c v)) (a w) := h.inner_create_create ha hc (h.a_sq _) (h.a_sq _)
    _ = inner ℂ (a (c v) + c (a v)) (a w) := by rw [inner_add_left, orth', add_zero]
    _ = inner ℂ v (a w) := by rw [h.anticomm]
```

Q: What if my operators are merely normalised differently?

A: Let α > 0, with ‖av‖ ≤ α‖v‖ and ‖cv‖ ≤ α⁻¹‖v‖. The pair a/α, αc obeys the same algebra and is contractive, so the previous theorem gives

α²⟨cv, w⟩ = ⟨v, aw⟩.

```lean
/-- If the annihilator stretches vectors by at most `α` and the creator by at most `1/α`,
then `α²` times the creator is the adjoint of the annihilator. -/
theorem IsFermionPair.adjoint_of_reciprocal_bounds {a c : V →ₗ[ℂ] V}
    (h : IsFermionPair a c) {α : ℝ} (hα : 0 < α)
    (ha : ∀ v, ‖a v‖ ≤ α * ‖v‖) (hc : ∀ v, ‖c v‖ ≤ α⁻¹ * ‖v‖) (v w : V) :
    (α : ℂ) ^ 2 * inner ℂ (c v) w = inner ℂ v (a w) := by
  have h0 : (α : ℂ) ≠ 0 := Complex.ofReal_ne_zero.mpr hα.ne'
  -- rescale to a contractive pair
  have hp : IsFermionPair ((α : ℂ)⁻¹ • a) ((α : ℂ) • c) := by
    refine ⟨fun x => ?_, fun x => ?_, fun x => ?_⟩
    · simp only [LinearMap.smul_apply, map_smul, h.a_sq, smul_zero]
    · simp only [LinearMap.smul_apply, map_smul, h.c_sq, smul_zero]
    · simp only [LinearMap.smul_apply, map_smul, smul_smul, inv_mul_cancel₀ h0,
        mul_inv_cancel₀ h0, one_smul, h.anticomm]
  have ha' : ∀ x, ‖((α : ℂ)⁻¹ • a) x‖ ≤ ‖x‖ := by
    intro x
    rw [LinearMap.smul_apply, norm_smul, norm_inv, Complex.norm_real,
      Real.norm_of_nonneg hα.le]
    calc α⁻¹ * ‖a x‖ ≤ α⁻¹ * (α * ‖x‖) :=
          mul_le_mul_of_nonneg_left (ha x) (inv_nonneg.mpr hα.le)
      _ = ‖x‖ := by rw [← mul_assoc, inv_mul_cancel₀ hα.ne', one_mul]
  have hc' : ∀ x, ‖((α : ℂ) • c) x‖ ≤ ‖x‖ := by
    intro x
    rw [LinearMap.smul_apply, norm_smul, Complex.norm_real, Real.norm_of_nonneg hα.le]
    calc α * ‖c x‖ ≤ α * (α⁻¹ * ‖x‖) := mul_le_mul_of_nonneg_left (hc x) hα.le
      _ = ‖x‖ := by rw [← mul_assoc, mul_inv_cancel₀ hα.ne', one_mul]
  have key := hp.adjoint_of_contractive ha' hc' v w
  simp only [LinearMap.smul_apply, inner_smul_left, inner_smul_right,
    Complex.conj_ofReal] at key
  rw [pow_two, mul_assoc, key, ← mul_assoc, mul_inv_cancel₀ h0, one_mul]
```

Q: Does anything satisfy these hypotheses, apart from the zero space?

A: One dimension is too small: a² = c² = 0 forces a = c = 0, so ac + ca cannot be the identity. The smallest nonzero case is ℂ², with the first coordinate for the empty state and the second for the filled one. From here on, x and y are these coordinates, and s and t are complex amplitudes, unrelated to the s and t of the orthogonality proof. Take

a(x, y) = (sy, 0), c(x, y) = (0, tx).

```lean
/-- The map on `ℂ²` that sends `(x, y)` to `(s y, 0)`. -/
def lowering (s : ℂ) : EuclideanSpace ℂ (Fin 2) →ₗ[ℂ] EuclideanSpace ℂ (Fin 2) where
  toFun v := !₂[s * v 1, 0]
  map_add' u v := by ext i; fin_cases i <;> simp [mul_add]
  map_smul' r v := by
    ext i
    fin_cases i <;> simp
    ring

/-- The map on `ℂ²` that sends `(x, y)` to `(0, t x)`. -/
def raising (t : ℂ) : EuclideanSpace ℂ (Fin 2) →ₗ[ℂ] EuclideanSpace ℂ (Fin 2) where
  toFun v := !₂[0, t * v 0]
  map_add' u v := by ext i; fin_cases i <;> simp [mul_add]
  map_smul' r v := by
    ext i
    fin_cases i <;> simp
    ring
```

The squares vanish, and ac + ca multiplies both coordinates by st, so the algebra requires st = 1.

```lean
/-- Lowering and raising maps on `ℂ²` whose amplitudes multiply to one satisfy the
algebra of a fermionic mode. -/
theorem isFermionPair_witness {s t : ℂ} (hst : s * t = 1) :
    IsFermionPair (lowering s) (raising t) := by
  have hts : t * s = 1 := by rw [mul_comm, hst]
  refine ⟨fun v => ?_, fun v => ?_, fun v => ?_⟩
  · ext i; fin_cases i <;> simp [lowering]
  · ext i; fin_cases i <;> simp [raising]
  · ext i; fin_cases i <;> simp [lowering, raising, ← mul_assoc, hst, hts]
```

The lowering map satisfies ‖av‖ ≤ |s|‖v‖, proved by comparing squares.

```lean
/-- The lowering map with amplitude `s` stretches vectors by at most `|s|`. -/
theorem norm_lowering_le (s : ℂ) (v : EuclideanSpace ℂ (Fin 2)) :
    ‖lowering s v‖ ≤ ‖s‖ * ‖v‖ := by
  have h0 : (lowering s v) 0 = s * v 1 := by simp [lowering]
  have h1 : (lowering s v) 1 = 0 := by simp [lowering]
  refine (sq_le_sq₀ (norm_nonneg _) (by positivity)).1 ?_
  simp only [mul_pow, EuclideanSpace.norm_sq_eq, Fin.sum_univ_two, h0, h1, norm_mul, norm_zero]
  nlinarith [mul_nonneg (sq_nonneg ‖s‖) (sq_nonneg ‖v 0‖)]
```

With s = t = 1, both maps are contractive.

```lean
/-- On `ℂ²` the lowering and raising maps with unit amplitude form a fermionic pair,
and neither lengthens any vector. -/
theorem adjoint_of_contractive_witness :
    IsFermionPair (lowering 1) (raising 1) ∧
      (∀ v, ‖lowering 1 v‖ ≤ ‖v‖) ∧ (∀ v, ‖raising 1 v‖ ≤ ‖v‖) := by
  refine ⟨isFermionPair_witness (one_mul 1), fun v => ?_, fun v => ?_⟩
  · simpa only [norm_one, one_mul] using norm_lowering_le 1 v
  · have h0 : (raising 1 v) 0 = 0 := by simp [raising]
    have h1 : (raising 1 v) 1 = v 0 := by simp [raising]
    refine (sq_le_sq₀ (norm_nonneg _) (norm_nonneg _)).1 ?_
    simp only [EuclideanSpace.norm_sq_eq, Fin.sum_univ_two, h0, h1, norm_zero]
    nlinarith [sq_nonneg ‖v 1‖]
```

Q: Would bounding the annihilator alone be enough?

A: No. Take s = 1/2, t = 2, v = (1, 0) and w = (0, 1). Then cv = (0, 2) and aw = (1/2, 0), so

⟨cv, w⟩ = 2, ⟨v, aw⟩ = 1/2.

The algebra holds and a is contractive, but c is not its adjoint. The rescaled relation with α = 1/2 does fit: (1/4)·2 = 1/2.

```lean
/-- With amplitudes `1/2` and `2` the fermionic algebra holds and the annihilator is
contractive, yet the creator is not its adjoint. -/
theorem annihilator_bound_not_sufficient :
    IsFermionPair (lowering (1 / 2)) (raising 2) ∧
      (∀ v, ‖lowering (1 / 2) v‖ ≤ ‖v‖) ∧
      ¬ ∀ v w, inner ℂ (raising 2 v) w = inner ℂ v (lowering (1 / 2) w) := by
  refine ⟨isFermionPair_witness (by norm_num), fun v => ?_, fun h => ?_⟩
  · have h1 := norm_lowering_le (1 / 2) v
    have h2 : ‖(1 / 2 : ℂ)‖ = 1 / 2 := by norm_num
    rw [h2] at h1
    linarith [norm_nonneg v]
  · -- compare the two matrix elements between the basis vectors
    have h1 := h !₂[1, 0] !₂[0, 1]
    norm_num [lowering, raising, PiLp.inner_apply, Fin.sum_univ_two] at h1
    have h2 : (starRingEnd ℂ) (2 : ℂ) = 2 := Complex.conj_eq_iff_im.mpr (by simp)
    have h3 : (2 : ℂ) = 1 / 2 := h2.symm.trans h1
    norm_num at h3

end

end FermionContractiveAdjoint
```

```lean
#print axioms FermionContractiveAdjoint.IsFermionPair.adjoint_of_contractive
#print axioms FermionContractiveAdjoint.IsFermionPair.adjoint_of_reciprocal_bounds
#print axioms FermionContractiveAdjoint.annihilator_bound_not_sufficient
```

```
'FermionContractiveAdjoint.IsFermionPair.adjoint_of_contractive' depends on axioms: [propext, Classical.choice, Quot.sound]
'FermionContractiveAdjoint.IsFermionPair.adjoint_of_reciprocal_bounds' depends on axioms: [propext, Classical.choice, Quot.sound]
'FermionContractiveAdjoint.annihilator_bound_not_sufficient' depends on axioms: [propext, Classical.choice, Quot.sound]
```

Q: Where would this matter in electronic structure?

A: Non-orthogonal orbitals lead to creators and dual annihilators that obey the algebra without being adjoints; for a single mode, the theorem turns two norm bounds into a sufficient test for adjointness. It does not treat relations between different modes.
